# Distinct commuting idempotent density matrices of equal electron number are at least √2 apart in Frobenius distance

I've read that two different idempotent density matrices with the same number of electrons can't be closer than √2 in Frobenius distance if they commute. That puzzles me. I can take an occupied orbital and mix in a little of an empty one, by as small an angle as I like. The electron number stays the same, the new density matrix is still idempotent, and it has hardly moved. Where does a gap of √2 come from, and what does commuting have to do with it?

## Commuting projectors differ by whole orbitals

For commuting density matrices P and Q of equal trace, the Frobenius distance is √(2k), where the natural number k is the rank of P(1 − Q). If P ≠ Q, then k is at least 1 and the distance is at least √2. Your small rotation is a legitimate move, but it produces a matrix that doesn't commute with the original, so the bound doesn't apply to it.

Here a density matrix is a one-particle matrix in an orthonormal basis, Hermitian and idempotent, with occupations 0 and 1. Its trace is the electron number. A closed-shell matrix with occupations 0 and 2 has to be halved first, and the trace of the halved matrix is the number of electron pairs.

Start from P² = P and Q² = Q. Expanding without changing the order of any product gives

(P − Q)² = P − PQ − QP + Q = P(1 − Q) + Q(1 − P).

The two terms have traces tr P − tr(PQ) and tr Q − tr(QP). These are equal, because tr P = tr Q and tr(PQ) = tr(QP). Hence

tr((P − Q)²) = 2 tr(P(1 − Q)).

Commutation has not been used yet. It enters when we square E = P(1 − Q):

E² = P(1 − Q)P(1 − Q) = P²(1 − Q)² = P(1 − Q) = E.

So E is idempotent. An idempotent matrix acts as the identity on its range and as zero on its kernel, and these two subspaces together span the whole space. Its trace is therefore the dimension of its range, which is its rank k. This gives

tr((P − Q)²) = 2k.

To turn the trace into a distance, put D = P − Q. Since D is Hermitian, Dⱼᵢ is the complex conjugate of Dᵢⱼ, and

tr(D²) = Σᵢⱼ Dᵢⱼ Dⱼᵢ = Σᵢⱼ |Dᵢⱼ|².

The right-hand side is the squared Frobenius distance, so the distance is √(2k). If k = 0, every entry of D vanishes and P = Q. Distinct matrices therefore have k ≥ 1.

Physically, commuting Hermitian matrices share an eigenbasis, and k counts the orbitals of that basis that are filled in P and empty in Q. That reading is ordinary linear algebra added here for orientation; the theorems below identify k only as a rank.

## A bonding orbital, an antibonding orbital and a small rotation

Take two orthonormal basis functions and one electron. With semicolons separating rows, the projectors onto the bonding and antibonding combinations are

P = ½ [1, 1; 1, 1] and Q = ½ [1, −1; −1, 1].

Both have trace 1, and PQ = QP = 0. Their difference is [0, 1; 1, 0], whose squared entries sum to 2. The distance is √2, in agreement with P(1 − Q) = P having rank 1.

Now rotate instead. Let P project onto the first basis function and Q onto the vector (cos θ, sin θ). The difference has diagonal entries sin²θ and −sin²θ, and both off-diagonal entries are −sin θ cos θ. The squared distance is

2 sin⁴θ + 2 sin²θ cos²θ = 2 sin²θ,

which is as small as you like. But PQ − QP has off-diagonal entries ± sin θ cos θ, so the two matrices commute only when θ is a multiple of 90°. For sin θ = 3/5 and cos θ = 4/5, the squared distance is 18/25 and the distance is about 0.85.

## The result in Lean

```lean
import Mathlib

open Matrix

namespace CommutingDensityMatrices

noncomputable section

variable {𝕜 : Type*} [RCLike 𝕜] {n : Type*} [Fintype n]

/-- An idempotent one-particle density matrix, real or complex: a Hermitian matrix `P`
with `P * P = P`. -/
structure IsDensityMatrix (P : Matrix n n 𝕜) : Prop where
  hermitian : P.IsHermitian
  idem : P * P = P

/-- The Frobenius distance of two matrices: the square root of the sum of the squared moduli
of the differences of their entries. -/
def frobeniusDist (A B : Matrix n n 𝕜) : ℝ :=
  √(∑ i, ∑ j, ‖A i j - B i j‖ ^ 2)

/-- Matrices at Frobenius distance zero are equal. -/
theorem eq_of_frobeniusDist_eq_zero {A B : Matrix n n 𝕜} (h : frobeniusDist A B = 0) :
    A = B := by
  unfold frobeniusDist at h
  have hs := (Real.sqrt_eq_zero (by positivity)).1 h
  ext i j
  -- a vanishing sum of squares has vanishing terms
  have h1 := (Finset.sum_eq_zero_iff_of_nonneg
    (fun i _ => Finset.sum_nonneg (fun j _ => sq_nonneg _))).1 hs i (Finset.mem_univ i)
  have h2 := (Finset.sum_eq_zero_iff_of_nonneg
    (fun j _ => sq_nonneg _)).1 h1 j (Finset.mem_univ j)
  exact sub_eq_zero.1 (norm_eq_zero.1 ((pow_eq_zero_iff two_ne_zero).1 h2))

variable [DecidableEq n]

/-- The trace of an idempotent matrix is its rank. -/
theorem trace_eq_rank {P : Matrix n n 𝕜} (hP : P * P = P) :
    P.trace = (P.rank : 𝕜) := by
  -- `P` acts as a projection onto its range
  have hproj : LinearMap.IsProj (LinearMap.range P.mulVecLin) P.mulVecLin := by
    refine ⟨fun x => ⟨x, rfl⟩, ?_⟩
    rintro _ ⟨y, rfl⟩
    simp only [Matrix.mulVecLin_apply, Matrix.mulVec_mulVec, hP]
  have hm : LinearMap.toMatrix' P.mulVecLin = P := LinearMap.toMatrix'_toLin' P
  have h := hproj.trace
  rw [LinearMap.trace_eq_matrix_trace 𝕜 (Pi.basisFun 𝕜 n),
    LinearMap.toMatrix_eq_toMatrix', hm] at h
  exact h

/-- For idempotents `P` and `Q`, the squared difference is the sum of the part of `P` outside
`Q` and the part of `Q` outside `P`. -/
theorem sub_sq_eq {P Q : Matrix n n 𝕜} (hP : P * P = P) (hQ : Q * Q = Q) :
    (P - Q) ^ 2 = P * (1 - Q) + Q * (1 - P) := by
  linear_combination (norm := noncomm_ring) hP + hQ

/-- If idempotents `P` and `Q` commute and have equal trace, then `tr((P - Q)²)` is an even
natural number, namely twice the rank of `P (1 - Q)`. -/
theorem trace_sub_sq_even {P Q : Matrix n n 𝕜} (hP : P * P = P) (hQ : Q * Q = Q)
    (hc : P * Q = Q * P) (ht : P.trace = Q.trace) :
    ((P - Q) ^ 2).trace = ((2 * (P * (1 - Q)).rank : ℕ) : 𝕜) := by
  have h1 : (1 - Q) * P = P * (1 - Q) := by
    rw [sub_mul, mul_sub, one_mul, mul_one, hc]
  have h2 : (1 - Q) * (1 - Q) = 1 - Q := by
    linear_combination (norm := noncomm_ring) hQ
  -- commutation makes `P (1 - Q)` idempotent, so that its trace is a rank
  have hE : (P * (1 - Q)) * (P * (1 - Q)) = P * (1 - Q) := by
    calc (P * (1 - Q)) * (P * (1 - Q)) = P * ((1 - Q) * P) * (1 - Q) := by
          simp only [mul_assoc]
      _ = P * P * ((1 - Q) * (1 - Q)) := by
          rw [h1]
          simp only [mul_assoc]
      _ = P * (1 - Q) := by rw [hP, h2]
  have hcomm := Matrix.trace_mul_comm Q P
  rw [Nat.cast_mul, ← trace_eq_rank hE, sub_sq_eq hP hQ]
  simp only [mul_sub, mul_one, Matrix.trace_add, Matrix.trace_sub]
  push_cast
  -- equal electron numbers make the two parts contribute equally
  linear_combination -ht - hcomm

/-- For Hermitian matrices the squared Frobenius distance is the trace of the squared
difference. -/
theorem frobeniusDist_sq {A B : Matrix n n 𝕜} (hA : A.IsHermitian) (hB : B.IsHermitian) :
    ((frobeniusDist A B ^ 2 : ℝ) : 𝕜) = ((A - B) ^ 2).trace := by
  have hH := hA.sub hB
  unfold frobeniusDist
  rw [Real.sq_sqrt (by positivity), sq (A - B)]
  simp only [Matrix.trace, Matrix.diag_apply, Matrix.mul_apply]
  push_cast
  refine Finset.sum_congr rfl fun i _ => Finset.sum_congr rfl fun j _ => ?_
  have h : (A - B) j i = star ((A - B) i j) := (hH.apply j i).symm
  have e := RCLike.mul_conj ((A - B) i j)
  rw [h]
  exact e.symm

/-- The Frobenius distance of commuting density matrices of equal electron number is `√(2k)`,
where the natural number `k` is the rank of `P (1 - Q)`. -/
theorem frobeniusDist_quantized {P Q : Matrix n n 𝕜} (hP : IsDensityMatrix P)
    (hQ : IsDensityMatrix Q) (hc : P * Q = Q * P) (ht : P.trace = Q.trace) :
    frobeniusDist P Q = √(2 * ((P * (1 - Q)).rank : ℝ)) := by
  have h := frobeniusDist_sq hP.hermitian hQ.hermitian
  rw [trace_sub_sq_even hP.idem hQ.idem hc ht] at h
  have h' : frobeniusDist P Q ^ 2 = 2 * ((P * (1 - Q)).rank : ℝ) := by
    exact_mod_cast h
  have h0 : 0 ≤ frobeniusDist P Q := Real.sqrt_nonneg _
  rw [← h', Real.sqrt_sq h0]

/-- Distinct commuting density matrices of equal electron number have Frobenius distance at
least `√2`. -/
theorem sqrt_two_le_frobeniusDist {P Q : Matrix n n 𝕜} (hP : IsDensityMatrix P)
    (hQ : IsDensityMatrix Q) (hc : P * Q = Q * P) (ht : P.trace = Q.trace) (hne : P ≠ Q) :
    √2 ≤ frobeniusDist P Q := by
  have hd := frobeniusDist_quantized hP hQ hc ht
  -- rank zero would force the two matrices to coincide
  have hk : 1 ≤ (P * (1 - Q)).rank := by
    rw [Nat.one_le_iff_ne_zero]
    intro h0
    rw [h0, Nat.cast_zero, mul_zero, Real.sqrt_zero] at hd
    exact hne (eq_of_frobeniusDist_eq_zero hd)
  have hk' : (1 : ℝ) ≤ ((P * (1 - Q)).rank : ℝ) := by exact_mod_cast hk
  rw [hd]
  exact Real.sqrt_le_sqrt (by linarith)

/-- Commuting density matrices of equal electron number are at Frobenius distance exactly `√2`
if and only if `P (1 - Q)` has rank one. -/
theorem frobeniusDist_eq_sqrt_two_iff {P Q : Matrix n n 𝕜} (hP : IsDensityMatrix P)
    (hQ : IsDensityMatrix Q) (hc : P * Q = Q * P) (ht : P.trace = Q.trace) :
    frobeniusDist P Q = √2 ↔ (P * (1 - Q)).rank = 1 := by
  rw [frobeniusDist_quantized hP hQ hc ht, Real.sqrt_inj (by positivity) (by norm_num)]
  constructor
  · intro h
    have h1 : ((P * (1 - Q)).rank : ℝ) = 1 := by linarith
    exact_mod_cast h1
  · intro h
    rw [h]
    norm_num

/-- The projectors onto the two basis orbitals of a two-orbital system are commuting density
matrices of equal trace at Frobenius distance `√2`. -/
theorem frobeniusDist_sqrt_two_witness :
    let P : Matrix (Fin 2) (Fin 2) ℝ := !![1, 0; 0, 0]
    let Q : Matrix (Fin 2) (Fin 2) ℝ := !![0, 0; 0, 1]
    IsDensityMatrix P ∧ IsDensityMatrix Q ∧ P * Q = Q * P ∧ P.trace = Q.trace ∧
      frobeniusDist P Q = √2 := by
  intro P Q
  refine ⟨⟨Matrix.IsHermitian.ext fun i j => ?_, ?_⟩,
    ⟨Matrix.IsHermitian.ext fun i j => ?_, ?_⟩, ?_, ?_, ?_⟩
  · fin_cases i <;> fin_cases j <;> simp [P]
  · ext i j
    fin_cases i <;> fin_cases j <;> simp [P, Matrix.mul_apply, Fin.sum_univ_two]
  · fin_cases i <;> fin_cases j <;> simp [Q]
  · ext i j
    fin_cases i <;> fin_cases j <;> simp [Q, Matrix.mul_apply, Fin.sum_univ_two]
  · ext i j
    fin_cases i <;> fin_cases j <;> simp [P, Q, Matrix.mul_apply, Fin.sum_univ_two]
  · simp [P, Q, Matrix.trace_fin_two]
  · unfold frobeniusDist
    congr 1
    simp only [Fin.sum_univ_two, Real.norm_eq_abs, sq_abs]
    norm_num [P, Q]

/-- These two density matrices of equal trace are distinct and closer than `√2`. -/
theorem noncommuting_closer_than_sqrt_two :
    let P : Matrix (Fin 2) (Fin 2) ℝ := !![1, 0; 0, 0]
    let Q : Matrix (Fin 2) (Fin 2) ℝ := !![16/25, 12/25; 12/25, 9/25]
    IsDensityMatrix P ∧ IsDensityMatrix Q ∧ P.trace = Q.trace ∧ P ≠ Q ∧
      frobeniusDist P Q < √2 := by
  intro P Q
  refine ⟨frobeniusDist_sqrt_two_witness.1,
    ⟨Matrix.IsHermitian.ext fun i j => ?_, ?_⟩, ?_, ?_, ?_⟩
  · fin_cases i <;> fin_cases j <;> simp [Q]
  · ext i j
    fin_cases i <;> fin_cases j <;> norm_num [Q, Matrix.mul_apply, Fin.sum_univ_two]
  · norm_num [P, Q, Matrix.trace_fin_two]
  · intro h
    have h01 := congrFun (congrFun h 0) 1
    norm_num [P, Q] at h01
  · -- the squared distance is 18/25
    unfold frobeniusDist
    apply Real.sqrt_lt_sqrt (by positivity)
    simp only [Fin.sum_univ_two, Real.norm_eq_abs, sq_abs]
    norm_num [P, Q]

end

end CommutingDensityMatrices
```

```lean
#print axioms CommutingDensityMatrices.sqrt_two_le_frobeniusDist
#print axioms CommutingDensityMatrices.frobeniusDist_eq_sqrt_two_iff
#print axioms CommutingDensityMatrices.noncommuting_closer_than_sqrt_two
```

```
'CommutingDensityMatrices.sqrt_two_le_frobeniusDist' depends on axioms: [propext, Classical.choice, Quot.sound]
'CommutingDensityMatrices.frobeniusDist_eq_sqrt_two_iff' depends on axioms: [propext, Classical.choice, Quot.sound]
'CommutingDensityMatrices.noncommuting_closer_than_sqrt_two' depends on axioms: [propext, Classical.choice, Quot.sound]
```

## What the statements say

The type `𝕜` with `RCLike 𝕜` stands for the real or complex numbers, and the finite type `n` labels the basis functions. `IsDensityMatrix P` contains exactly two conditions, `P.IsHermitian` and `P * P = P`. This covers only idempotent one-particle density matrices, such as those of single Slater determinants; the one-particle density matrix of a correlated state is not idempotent. The density matrix of statistical mechanics, which has trace one and need not be idempotent, is a different object. `frobeniusDist` is defined from the entries, so its relation to the trace is a theorem.

`trace_sub_sq_even` says that the trace of `(P - Q) ^ 2` is twice the rank of `P * (1 - Q)`, a natural number regarded as an element of `𝕜`. It asks for idempotence, commutation and equal trace, but not for Hermiticity. The Hermitian condition comes in with `frobeniusDist_quantized`, which gives the distance √(2k). `sqrt_two_le_frobeniusDist` adds `P ≠ Q` and gives the lower bound, and `frobeniusDist_eq_sqrt_two_iff` says that the bound is attained exactly when the rank is one.

Two real 2 × 2 examples complete the picture. `frobeniusDist_sqrt_two_witness` uses the projectors onto the two basis orbitals and attains √2. `noncommuting_closer_than_sqrt_two` is the rotation with sin θ = 3/5, and shows that the lower bound fails if commutation is dropped while the other hypotheses are kept.

In density-matrix purification, two runs that apply polynomials to the same Hamiltonian matrix produce commuting matrices. If both end at exact idempotents of equal trace in a finite orthonormal basis, the results either coincide or differ by at least √2. The step from there to a real calculation is that truncated and rounded matrices are only approximately idempotent and only approximately commute; an error estimate would be needed to carry the gap over to them.

## From ranks to the distance

`trace_eq_rank` shows that `P` is a projection onto its range, in the sense of `LinearMap.IsProj`. Mathlib's trace formula for such projections then gives the dimension of the range, and the remaining lines translate the trace of the linear map back into the trace of the matrix.

`sub_sq_eq` is the expansion of (P − Q)². The tactic `noncomm_ring` keeps the order of products, while `linear_combination` supplies the two idempotence equations.

In `trace_sub_sq_even`, `h1` moves `P` past `1 - Q`, `h2` says that `1 - Q` is idempotent, and the `calc` block for `hE` combines them into E² = E. The trace of E can then be exchanged for its rank. The last line uses the equal traces `ht` and the cyclic identity `hcomm` to show that the two parts contribute equally.

`frobeniusDist_sq` compares the two double sums entry by entry. Hermiticity replaces Dⱼᵢ by the conjugate of Dᵢⱼ, and `RCLike.mul_conj` turns the product into a squared modulus. `frobeniusDist_quantized` joins this to the trace result and takes the square root, using that a distance is nonnegative.

For the lower bound, rank zero would make the distance zero. `eq_of_frobeniusDist_eq_zero` would then give P = Q, because a vanishing sum of nonnegative terms has only vanishing terms. So the rank is at least one, and monotonicity of the square root finishes the argument. The equality criterion follows by comparing the numbers under the two square roots, and the examples are checked entry by entry.
